# Gaussians with distinct exponents have a positive definite overlap matrix under a Gaussian weight

A Gaussian geminal is a finite sum of terms `c j * exp (-a j * r ^ 2)` in a distance r. The declaration `fitGram_posDef` takes the unnormalised Gaussians of such a sum, with real, distinct, non-negative exponents, and states that their overlap matrix is positive definite. The overlaps are integrals over r > 0 with weight exp(−χr²), where χ > 0, and with no volume factor r². The attempt first checks that the matrix is symmetric, then writes its quadratic form as the weighted integral of the squared geminal. If that integral were zero, the geminal would vanish for all r > 0, and linear independence would make every coefficient zero.

The first attempt, which Lean rejects:

```lean
import Mathlib

open MeasureTheory Set Filter Topology Matrix

namespace GaussianGeminalFit

noncomputable section

variable {n : ℕ}

/-- The Gaussian geminal `∑ j, c j * exp (-a j * r ^ 2)` as a function of the distance `r`. -/
def geminal (a c : Fin n → ℝ) (r : ℝ) : ℝ := ∑ j, c j * Real.exp (-a j * r ^ 2)

/-- The overlap matrix of the Gaussians on `r > 0` with weight `exp (-χ * r ^ 2)`. -/
def fitGram (a : Fin n → ℝ) (χ : ℝ) : Matrix (Fin n) (Fin n) ℝ :=
  Matrix.of fun j k => ∫ r in Ioi (0 : ℝ), Real.exp (-(a j + a k + χ) * r ^ 2)

/-- Each overlap integral converges and equals `(1/2) √(π / (a j + a k + χ))`. -/
theorem fitGram_entry {a : Fin n → ℝ} {χ : ℝ} (ha : ∀ j, 0 ≤ a j) (hχ : 0 < χ)
    (j k : Fin n) :
    Integrable (fun r : ℝ => Real.exp (-(a j + a k + χ) * r ^ 2))
      (volume.restrict (Ioi 0)) ∧
    fitGram a χ j k = 1 / 2 * √(Real.pi / (a j + a k + χ)) := by
  refine ⟨(integrable_exp_neg_mul_sq (by linarith [ha j, ha k])).integrableOn, ?_⟩
  simp only [fitGram, Matrix.of_apply]
  rw [integral_gaussian_Ioi]
  ring

/-- Gaussians with distinct exponents are linearly independent on `r > 0`. -/
theorem geminal_independent {a c : Fin n → ℝ} (hinj : Function.Injective a)
    (hc : ∀ r, 0 < r → geminal a c r = 0) : c = 0 := by
  have hv : (fun j => c j * Real.exp (-a j)) = 0 := by
    apply Matrix.eq_zero_of_vecMul_eq_zero
      (M := Matrix.vandermonde fun j => Real.exp (-a j))
    · exact Matrix.det_vandermonde_ne_zero_iff.mpr
        fun i j h => hinj (neg_inj.mp (Real.exp_injective h))
    · -- sampling at r² = m + 1 gives a Vandermonde system
      ext m
      have h := hc (√(((m : ℕ) : ℝ) + 1)) (by positivity)
      simp only [geminal, Real.sq_sqrt (show (0 : ℝ) ≤ ((m : ℕ) : ℝ) + 1 by positivity)] at h
      refine Eq.trans ?_ h
      simp only [Matrix.vecMul, dotProduct, Matrix.vandermonde_apply]
      refine Finset.sum_congr rfl fun j _ => ?_
      rw [← Real.exp_nat_mul, mul_assoc, ← Real.exp_add]
      congr 2
      ring
  funext j
  have h := congrFun hv j
  simpa [Real.exp_ne_zero] using h

/-- The quadratic form of the overlap matrix is the convergent weighted integral of the
squared geminal. -/
theorem fitGram_quadratic {a : Fin n → ℝ} {χ : ℝ} (ha : ∀ j, 0 ≤ a j) (hχ : 0 < χ)
    (c : Fin n → ℝ) :
    Integrable (fun r => geminal a c r ^ 2 * Real.exp (-χ * r ^ 2))
      (volume.restrict (Ioi 0)) ∧
    c ⬝ᵥ fitGram a χ *ᵥ c =
      ∫ r in Ioi (0 : ℝ), geminal a c r ^ 2 * Real.exp (-χ * r ^ 2) := by
  have hp : ∀ r, geminal a c r ^ 2 * Real.exp (-χ * r ^ 2) =
      ∑ j, ∑ k, c j * c k * Real.exp (-(a j + a k + χ) * r ^ 2) := by
    intro r
    rw [pow_two (geminal a c r)]
    unfold geminal
    rw [Finset.sum_mul_sum, Finset.sum_mul]
    refine Finset.sum_congr rfl fun j _ => ?_
    rw [Finset.sum_mul]
    refine Finset.sum_congr rfl fun k _ => ?_
    rw [show -(a j + a k + χ) * r ^ 2 = -a j * r ^ 2 + -a k * r ^ 2 + -χ * r ^ 2 by ring,
      Real.exp_add, Real.exp_add]
    ring
  have hi := fun j k => (fitGram_entry ha hχ j k).1.const_mul (c j * c k)
  simp_rw [hp]
  refine ⟨integrable_finsetSum _ fun j _ => integrable_finsetSum _ fun k _ => hi j k, ?_⟩
  rw [integral_finsetSum _ fun j _ => integrable_finsetSum _ fun k _ => hi j k]
  simp only [dotProduct, Matrix.mulVec, Finset.mul_sum]
  refine Finset.sum_congr rfl fun j _ => ?_
  rw [integral_finsetSum _ fun k _ => hi j k]
  refine Finset.sum_congr rfl fun k _ => ?_
  rw [integral_const_mul]
  simp only [fitGram, Matrix.of_apply]
  ring

/-- The overlap matrix of Gaussians with distinct exponents is positive definite. -/
theorem fitGram_posDef {a : Fin n → ℝ} {χ : ℝ} (ha : ∀ j, 0 ≤ a j) (hχ : 0 < χ)
    (hinj : Function.Injective a) : (fitGram a χ).PosDef := by
  refine Matrix.posDef_iff_dotProduct_mulVec.mpr ⟨?_, fun c hc => ?_⟩
  · ext j k
    simp [fitGram, add_comm (a k) (a j)]
  · obtain ⟨hi, hq⟩ := fitGram_quadratic ha hχ c
    have h0 : ∀ r, 0 ≤ geminal a c r ^ 2 * Real.exp (-χ * r ^ 2) :=
      fun r => mul_nonneg (sq_nonneg _) (Real.exp_pos _).le
    rw [star_trivial, hq]
    refine lt_of_le_of_ne (integral_nonneg h0) fun h => hc ?_
    -- a vanishing integral forces the continuous geminal to vanish for all r > 0
    have hae := (integral_eq_zero_iff_of_nonneg h0 hi).mp h.symm
    have hcont : Continuous fun r => geminal a c r ^ 2 * Real.exp (-χ * r ^ 2) := by
      unfold geminal
      fun_prop
    have heq := Measure.eqOn_open_of_ae_eq hae isOpen_Ioi hcont.continuousOn
      (continuous_const : Continuous fun _ : ℝ => (0 : ℝ)).continuousOn
    refine geminal_independent hinj fun r hr => ?_
    have h1 : geminal a c r ^ 2 * Real.exp (-χ * r ^ 2) = 0 := heq hr
    simpa [Real.exp_ne_zero] using h1

end

end GaussianGeminalFit
```

Messages:

```
Main.lean:87:2: error: unsolved goals
case refine_1
n : ℕ
a : Fin n → ℝ
χ : ℝ
ha : ∀ (j : Fin n), 0 ≤ a j
hχ : 0 < χ
hinj : Function.Injective a
j k : Fin n
⊢ ∫ (r : ℝ) in Ioi 0, Real.exp ((-χ + (-a j + -a k)) * r ^ 2) =
    ∫ (r : ℝ) in Ioi 0, Real.exp ((-χ + (-a k + -a j)) * r ^ 2)
Main.lean:88:19: warning: This simp argument is unused:
  add_comm (a k) (a j)

Hint: Omit it from the simp argument list.
  [apply] simp [fitGram]

Note: This linter can be disabled with `set_option linter.unusedSimpArgs false`
```

Diagnosis. The error is in the symmetry step. Swapping the indices only turns `a j + a k` into `a k + a j` inside the integral, and `add_comm (a k) (a j)` was supplied to undo that. The rule never fired because of the order in which `simp` works. Unfolding `fitGram` gives `Matrix.of` applied to a function of two bound indices, and `simp` simplifies the body of that function before `Matrix.of_apply` puts in the actual `j` and `k`. At that stage the supplied rule cannot match, since it speaks only of the fixed `j` and `k`, but the default simp rules can already distribute the minus sign in `-(a j + a k + χ)` over the sum. Once the actual indices are in place, the two sides contain `-a j + -a k` and `-a k + -a j`. These are equal but written in different orders, and the sum `a k + a j` that the rule needs is gone. Hence both the unsolved goal and the warning that the rule is unused.

The repair uses `simp only`, which leaves out the rule that distributes the minus sign. The listed lemmas unfold the conjugate transpose, remove the trivial conjugation on the reals and expose the matrix entries. The sum now stays intact until the actual indices are put in, `add_comm (a k) (a j)` then reorders it, and the two integrals become identical.

After these edits no error is left:

```diff
@@ -86,5 +86,6 @@
   refine Matrix.posDef_iff_dotProduct_mulVec.mpr ⟨?_, fun c hc => ?_⟩
   · ext j k
-    simp [fitGram, add_comm (a k) (a j)]
+    simp only [Matrix.conjTranspose_apply, star_trivial, fitGram, Matrix.of_apply,
+      add_comm (a k) (a j)]
   · obtain ⟨hi, hq⟩ := fitGram_quadratic ha hχ c
     have h0 : ∀ r, 0 ≤ geminal a c r ^ 2 * Real.exp (-χ * r ^ 2) :=
```
